# Anderson's theorem for the impurity self-energy equations at one Matsubara frequency

**Q.** You treat the dressed frequency $W$ and dressed gap $D$ as any two real numbers that solve a pair of equations with $D>0$. Where is the superconductor in that?

**A.** In the equations, which are assumed and not derived from a Hamiltonian. With bare Matsubara frequency $w$ (in energy units), bare gap $\Delta$ (the order parameter, taken positive throughout) and $R=\sqrt{W^2+D^2}$, they read

$$W=w+(g_n+g_s)\frac WR,\qquad D=\Delta+(g_n-g_s)\frac DR .$$

They are the disorder-averaged Born self-energies of an isotropic $s$-wave superconductor. Here $g_n=\hbar/2\tau_n$ and $g_s=\hbar/2\tau_s$, where $1/\tau_n$ and $1/\tau_s$ are the potential and magnetic scattering rates; for short, $g_n$ and $g_s$ are themselves called rates below. $g_s$ changes sign in the gap equation because the exchange coupling of an electron's spin to an impurity moment, with the moment held fixed, is odd under time reversal. The condition $D>0$ selects the superconducting branch and keeps $R$ non-zero.

```lean
import Mathlib

namespace ImpureSuperconductor

/-- The dressed Matsubara frequency `W` and dressed gap `D > 0` solve the impurity self-energy
equations with bare frequency `w`, bare gap `Δ`, and potential and magnetic scattering rates `gn`
and `gs` (each in the convention `ħ / 2τ`). -/
def IsDressed (Δ w gn gs W D : ℝ) : Prop :=
  0 < D ∧ W = w + (gn + gs) * (W / √(W ^ 2 + D ^ 2)) ∧
    D = Δ + (gn - gs) * (D / √(W ^ 2 + D ^ 2))
```

`IsDressed` is a relation, so it presupposes neither existence nor uniqueness.

**Q.** How does $g_n$ disappear?

**A.** Put $u=W/D$ and $s=\sqrt{1+u^2}$. Since $D>0$, $R=Ds$, hence $W/R=u/s$ and $D/R=1/s$. The next two lemmas record the formulas for $R$ and $D/R$; the one for $W/R$ is proved inside `isDressed_iff`.

```lean
/-- For `D > 0`, the root `√((u D)² + D²)` is `D` times `√(1 + u²)`. -/
theorem root_factor {D : ℝ} (u : ℝ) (hD : 0 < D) :
    √((u * D) ^ 2 + D ^ 2) = D * √(1 + u ^ 2) := by
  rw [show (u * D) ^ 2 + D ^ 2 = D ^ 2 * (1 + u ^ 2) by ring,
    Real.sqrt_mul (sq_nonneg D), Real.sqrt_sq hD.le]

/-- For `D > 0`, the anomalous amplitude `D / √(W² + D²)` is a function of the ratio `W / D` alone,
namely `1 / √(1 + (W / D)²)`. -/
theorem anomalous_amplitude {D : ℝ} (W : ℝ) (hD : 0 < D) :
    D / √(W ^ 2 + D ^ 2) = 1 / √(1 + (W / D) ^ 2) := by
  have h := root_factor (W / D) hD
  rw [div_mul_cancel₀ W hD.ne'] at h
  have hs : 0 < √(1 + (W / D) ^ 2) := Real.sqrt_pos.2 (by positivity)
  rw [h, div_mul_eq_div_div, div_self hD.ne']
```

The equations become $uD=w+(g_n+g_s)u/s$ and $D=\Delta+(g_n-g_s)/s$. Multiply the second by $u$ and equate the two expressions for $uD$:

$$w+(g_n+g_s)\frac us=u\Delta+(g_n-g_s)\frac us .$$

The $g_n$ terms cancel, leaving $w=u\Delta-2g_su/s$, or

$$\frac w\Delta=u\left(1-\frac{2g_s}{\Delta\sqrt{1+u^2}}\right).$$

In Lean, `generalize` replaces the root by a positive `s`, and `linear_combination u * hD' - hW` is the elimination just made. The same combination, rearranged, gives the converse.

```lean
/-- In terms of `u = W / D`, the two self-energy equations are equivalent to a formula for
the dressed gap together with an equation for `u` that does not contain `gn`. -/
theorem isDressed_iff {Δ w gn gs u D : ℝ} (hΔ : 0 < Δ) (hD : 0 < D) :
    IsDressed Δ w gn gs (u * D) D ↔
      D = Δ + (gn - gs) / √(1 + u ^ 2) ∧
        w / Δ = u * (1 - 2 * gs / (Δ * √(1 + u ^ 2))) := by
  have hs : 0 < √(1 + u ^ 2) := Real.sqrt_pos.2 (by positivity)
  unfold IsDressed
  rw [root_factor u hD]
  generalize √(1 + u ^ 2) = s at hs ⊢
  have e1 : u * D / (D * s) = u / s := by field_simp
  have e2 : D / (D * s) = 1 / s := by field_simp
  have e3 : u * (1 - 2 * gs / (Δ * s)) = (u * Δ - 2 * gs * (u / s)) / Δ := by field_simp
  rw [e1, e2, e3, div_left_inj' hΔ.ne']
  -- eliminating `D` between the two equations cancels `gn`
  constructor
  · rintro ⟨_, hW, hD'⟩
    exact ⟨by linear_combination hD', by linear_combination u * hD' - hW⟩
  · rintro ⟨hD', hw⟩
    exact ⟨hD, by linear_combination u * hD' - hw, by linear_combination hD'⟩

/-- The ratio `u = W / D` of every dressed solution obeys the pair-breaking equation, in
which only the magnetic rate `gs` appears. -/
theorem pair_breaking {Δ w gn gs W D : ℝ} (hΔ : 0 < Δ) (h : IsDressed Δ w gn gs W D) :
    w / Δ = W / D * (1 - 2 * gs / (Δ * √(1 + (W / D) ^ 2))) := by
  have hW : W / D * D = W := div_mul_cancel₀ W h.1.ne'
  exact ((isDressed_iff (u := W / D) hΔ h.1).1 (by rwa [hW])).2
```

**Q.** Could the reduced equation have roots that belong to no superconducting solution?

**A.** Yes. At $w=0$, $u=0$ is always a root, but its gap would be $\Delta+g_n-g_s$, which may be negative. The hypothesis `gs < gn + Δ` prevents this for every root: given $u$, set $D=\Delta+(g_n-g_s)/s$ and $W=uD$. Because $s\ge1$,

$$sD=\Delta s+g_n-g_s\ge\Delta+g_n-g_s>0 .$$

The proof checks this positivity and then applies `isDressed_iff` backwards.

```lean
/-- If `gs < gn + Δ`, the ratios `W / D` of dressed solutions are exactly the roots of the
pair-breaking equation. -/
theorem ratio_iff_pair_breaking {Δ w gn gs u : ℝ} (hΔ : 0 < Δ) (hg : gs < gn + Δ) :
    (∃ W D, IsDressed Δ w gn gs W D ∧ W / D = u) ↔
      w / Δ = u * (1 - 2 * gs / (Δ * √(1 + u ^ 2))) := by
  constructor
  · rintro ⟨W, D, h, rfl⟩
    exact pair_breaking hΔ h
  · intro hu
    have hs : 1 ≤ √(1 + u ^ 2) := Real.one_le_sqrt.2 (by nlinarith [sq_nonneg u])
    have hs0 : 0 < √(1 + u ^ 2) := by linarith
    -- the gap rebuilt from `u` is positive
    have hD : 0 < Δ + (gn - gs) / √(1 + u ^ 2) := by
      have e : Δ + (gn - gs) / √(1 + u ^ 2)
          = (Δ * √(1 + u ^ 2) + (gn - gs)) / √(1 + u ^ 2) := by
        rw [add_div, mul_div_cancel_right₀ _ hs0.ne']
      rw [e]
      exact div_pos (by nlinarith) hs0
    exact ⟨_, _, (isDressed_iff hΔ hD).2 ⟨rfl, hu⟩, mul_div_cancel_right₀ u hD.ne'⟩
```

**Q.** And Anderson's theorem?

**A.** Set $g_s=0$ and $g_n\ge0$. The reduced equation is now $u=w/\Delta$, so $\Delta s=\sqrt{w^2+\Delta^2}$. Inserting this into $D=\Delta+g_n/s$ and $W=uD$ gives

$$D=\Delta K,\quad W=wK,\quad K=1+\frac{g_n}{\sqrt{w^2+\Delta^2}} .$$

Since $K>0$, this pair does solve the equations, and it is the only one.

```lean
/-- Without magnetic scattering, the dressed frequency and gap are the bare ones multiplied
by the common factor `1 + gn / √(w² + Δ²)`. -/
theorem nonmagnetic_iff {Δ w gn W D : ℝ} (hΔ : 0 < Δ) (hgn : 0 ≤ gn) :
    IsDressed Δ w gn 0 W D ↔
      W = w * (1 + gn / √(w ^ 2 + Δ ^ 2)) ∧ D = Δ * (1 + gn / √(w ^ 2 + Δ ^ 2)) := by
  have hr := root_factor (w / Δ) hΔ
  rw [div_mul_cancel₀ w hΔ.ne'] at hr
  have hs : 0 < √(1 + (w / Δ) ^ 2) := Real.sqrt_pos.2 (by positivity)
  have e : Δ * (1 + gn / √(w ^ 2 + Δ ^ 2)) = Δ + (gn - 0) / √(1 + (w / Δ) ^ 2) := by
    rw [hr, sub_zero, mul_add, mul_one, ← mul_div_assoc, mul_div_mul_left _ _ hΔ.ne']
  have hK : 0 < 1 + gn / √(w ^ 2 + Δ ^ 2) := by positivity
  generalize 1 + gn / √(w ^ 2 + Δ ^ 2) = K at e hK ⊢
  have eW : w * K = w / Δ * (Δ * K) := by
    rw [← mul_assoc, div_mul_cancel₀ w hΔ.ne']
  constructor
  · intro h
    have hW : W / D * D = W := div_mul_cancel₀ W h.1.ne'
    -- the pair-breaking equation reduces to `W / D = w / Δ`
    have hu : W / D = w / Δ := by linear_combination -(pair_breaking hΔ h)
    have h1 := ((isDressed_iff (u := W / D) hΔ h.1).1 (by rwa [hW])).1
    rw [hu, ← e] at h1
    refine ⟨?_, h1⟩
    rw [eW, ← h1, ← hu, hW]
  · rintro ⟨rfl, rfl⟩
    rw [eW]
    exact (isDressed_iff hΔ (mul_pos hΔ hK)).2 ⟨e, by ring⟩
```

The common factor cancels in the anomalous amplitude: $D/R=1/s=\Delta/\sqrt{w^2+\Delta^2}$. In `anderson`, `∃!` ranges over pairs `p`, with `p.1` as $W$ and `p.2` as $D$.

```lean
/-- Anderson's theorem for the self-energy equations: with potential scattering only, the
dressed solution exists, is unique, and has the anomalous amplitude of the clean system. -/
theorem anderson {Δ w gn : ℝ} (hΔ : 0 < Δ) (hgn : 0 ≤ gn) :
    (∃! p : ℝ × ℝ, IsDressed Δ w gn 0 p.1 p.2) ∧
      ∀ W D, IsDressed Δ w gn 0 W D →
        D / √(W ^ 2 + D ^ 2) = Δ / √(w ^ 2 + Δ ^ 2) := by
  constructor
  · refine ⟨(w * (1 + gn / √(w ^ 2 + Δ ^ 2)), Δ * (1 + gn / √(w ^ 2 + Δ ^ 2))),
      (nonmagnetic_iff hΔ hgn).2 ⟨rfl, rfl⟩, ?_⟩
    intro p hp
    exact Prod.ext ((nonmagnetic_iff hΔ hgn).1 hp).1 ((nonmagnetic_iff hΔ hgn).1 hp).2
  · intro W D h
    have hu : W / D = w / Δ := by linear_combination -(pair_breaking hΔ h)
    rw [anomalous_amplitude W h.1, anomalous_amplitude w hΔ, hu]
```

**Q.** I know Anderson's theorem as a statement about the transition temperature.

**A.** That needs the self-consistency equation for $\Delta$, a sum of $D/R$ over frequencies. Here $\Delta$ is given and $w$ is a single frequency. What is proved is that each term of such a sum keeps its clean value at fixed $\Delta$.

**Q.** Does the model notice magnetic impurities, then?

**A.** It does. If $g_s>0$, $w\ge0$ and $W>0$, then $u>0$ and the bracket in the reduced equation is below one, so $0\le w/\Delta<u$. As $1/\sqrt{1+u^2}$ decreases for positive $u$, $D/R$ lies strictly below the clean value. `nlinarith` supplies the inequality between the ratios.

```lean
/-- With magnetic scattering, a dressed solution with `W > 0` at `w ≥ 0` has an anomalous
amplitude strictly below that of the clean system. -/
theorem magnetic_suppression {Δ w gn gs W D : ℝ} (hΔ : 0 < Δ) (hgs : 0 < gs)
    (hw : 0 ≤ w) (hW : 0 < W) (h : IsDressed Δ w gn gs W D) :
    D / √(W ^ 2 + D ^ 2) < Δ / √(w ^ 2 + Δ ^ 2) := by
  have hu : 0 < W / D := div_pos hW h.1
  have hs : 0 < √(1 + (W / D) ^ 2) := Real.sqrt_pos.2 (by positivity)
  have hx : 0 < 2 * gs / (Δ * √(1 + (W / D) ^ 2)) := by positivity
  have hlt : w / Δ < W / D := by nlinarith [pair_breaking hΔ h, mul_pos hu hx]
  have h0 : 0 ≤ w / Δ := div_nonneg hw hΔ.le
  rw [anomalous_amplitude W h.1, anomalous_amplitude w hΔ]
  exact one_div_lt_one_div_of_lt (Real.sqrt_pos.2 (by positivity))
    (Real.sqrt_lt_sqrt (by positivity) (by nlinarith))
```

**Q.** What about gapless superconductivity?

**A.** Its signature in this Born-level, fixed-$\Delta$ model is a non-zero $W$ at $w=0$. No fermionic Matsubara frequency is zero, so $w=0$ stands for the limit $w\to0^+$; there $W/R$, with $W>0$, is the density of states at the Fermi level in units of its normal-state value. With $u\ne0$, the bracket must vanish, so $s=2g_s/\Delta$; since $s>1$, $\Delta<2g_s$. Conversely, if $\Delta<2g_s$ and $g_n\ge0$, take

$$u=\sqrt{(2g_s/\Delta)^2-1},\qquad D=\Delta+\frac{(g_n-g_s)\Delta}{2g_s}=\frac{\Delta(g_n+g_s)}{2g_s}>0 .$$

```lean
/-- At zero bare frequency, a solution with non-zero dressed frequency exists exactly when
`Δ < 2 gs`. -/
theorem zero_frequency_iff {Δ gn gs : ℝ} (hΔ : 0 < Δ) (hgn : 0 ≤ gn) :
    (∃ W D, W ≠ 0 ∧ IsDressed Δ 0 gn gs W D) ↔ Δ < 2 * gs := by
  constructor
  · rintro ⟨W, D, hW, h⟩
    have hu : W / D ≠ 0 := div_ne_zero hW h.1.ne'
    have h1 := pair_breaking hΔ h
    have hs : 1 < √(1 + (W / D) ^ 2) := by
      rw [Real.lt_sqrt zero_le_one]
      have : 0 < (W / D) ^ 2 := by positivity
      linarith
    rw [zero_div] at h1
    have h2 := (mul_eq_zero.1 h1.symm).resolve_left hu
    have hne : Δ * √(1 + (W / D) ^ 2) ≠ 0 := by positivity
    have h3 : 2 * gs = Δ * √(1 + (W / D) ^ 2) :=
      (div_eq_one_iff_eq hne).1 (by linarith)
    nlinarith
  · intro hg
    have hgs : 0 < gs := by linarith
    have hq : 1 < 2 * gs / Δ := (one_lt_div hΔ).2 hg
    have hp : 0 < (2 * gs / Δ) ^ 2 - 1 := by nlinarith
    -- choose `u` so that `√(1 + u²) = 2 gs / Δ`
    have hs : √(1 + √((2 * gs / Δ) ^ 2 - 1) ^ 2) = 2 * gs / Δ := by
      rw [Real.sq_sqrt hp.le, add_sub_cancel, Real.sqrt_sq (by linarith)]
    have hD : 0 < Δ * (gn + gs) / (2 * gs) := by positivity
    refine ⟨√((2 * gs / Δ) ^ 2 - 1) * (Δ * (gn + gs) / (2 * gs)), _,
      mul_ne_zero (Real.sqrt_pos.2 hp).ne' hD.ne', (isDressed_iff hΔ hD).2 ?_⟩
    rw [hs]
    constructor
    · field_simp
      ring
    · rw [mul_div_cancel₀ _ hΔ.ne', div_self (by positivity), sub_self, mul_zero, zero_div]
```

The theorem concerns existence only: a solution with $W=0$ may be present as well, and no rule for choosing between them is given.

**Q.** Show me numbers with both rates switched on.

**A.** Take $\Delta=16/5$, $w=6/5$, $g_n=2$, $g_s=1$. Then $W=3$, $D=4$, $R=5$ works: $6/5+3\cdot3/5=3$ and $16/5+4/5=4$. The proof evaluates the root and leaves the arithmetic to `norm_num`.

```lean
/-- With `Δ = 16/5`, `w = 6/5`, `gn = 2` and `gs = 1`, the values `W = 3` and `D = 4` solve
the self-energy equations. -/
theorem isDressed_witness : IsDressed (16 / 5) (6 / 5) 2 1 3 4 := by
  have h : √((3 : ℝ) ^ 2 + 4 ^ 2) = 5 := by
    rw [show (3 : ℝ) ^ 2 + 4 ^ 2 = 5 ^ 2 by norm_num, Real.sqrt_sq (by norm_num)]
  unfold IsDressed
  rw [h]
  norm_num

end ImpureSuperconductor
```

```lean
#print axioms ImpureSuperconductor.ratio_iff_pair_breaking
#print axioms ImpureSuperconductor.anderson
#print axioms ImpureSuperconductor.magnetic_suppression
#print axioms ImpureSuperconductor.zero_frequency_iff
```

```
'ImpureSuperconductor.ratio_iff_pair_breaking' depends on axioms: [propext, Classical.choice, Quot.sound]
'ImpureSuperconductor.anderson' depends on axioms: [propext, Classical.choice, Quot.sound]
'ImpureSuperconductor.magnetic_suppression' depends on axioms: [propext, Classical.choice, Quot.sound]
'ImpureSuperconductor.zero_frequency_iff' depends on axioms: [propext, Classical.choice, Quot.sound]
```
